# Triplet annihilation on αβαβ raises ⟨S²⟩ from 2 to 4, while annihilation on each pair gives a singlet

When a single bond is stretched until its two electrons sit on separate atoms, an unrestricted determinant describes them as αβ, an equal-weight superposition of singlet and triplet. The operator \(S^2-2\) removes the triplet and leaves a pure singlet. A molecule with two such bonds ends in αβαβ, which also has a quintet component. What does the same operator do there?

In this four-spin limit, annihilating the first contaminant of an unrestricted wavefunction makes the spin contamination worse, as measured by \(\langle S^2\rangle\). Annihilating the triplet on each bond separately removes it entirely.

```lean
import Mathlib

open Finset

namespace FourSpinContamination

noncomputable section
```

## Four spins and their operators

A state \(\psi\) assigns a complex amplitude to each of the sixteen configurations \(s\) of spins 0, 1, 2, 3. The orbitals do not appear. Identifying a molecular determinant with αβαβ assumes four orthogonal, singly occupied orbitals, which holds at full separation but not at intermediate bond lengths.

```lean
/-- A state of four spins 1/2: an amplitude for each configuration, with `true` for α (up)
and `false` for β (down). -/
abbrev State := (Fin 4 → Bool) → ℂ
```

Let \(\bar s^{\,i}\) be \(s\) with spin \(i\) reversed.

```lean
/-- The configuration with spin `i` reversed. -/
def flipSpin (i : Fin 4) (s : Fin 4 → Bool) : Fin 4 → Bool :=
  Function.update s i (!s i)
```

With \(\hbar=1\), the components of spin \(i\) are half the Pauli matrices. The x component gives \((s_i^x\psi)(s)=\tfrac12\psi(\bar s^{\,i})\).

```lean
/-- The x component of spin `i`, in units of ħ. -/
def spinX (i : Fin 4) : Module.End ℂ State where
  toFun ψ := fun s => 1 / 2 * ψ (flipSpin i s)
  map_add' _ _ := by funext s; simp only [Pi.add_apply]; ring
  map_smul' _ _ := by
    funext s; simp only [Pi.smul_apply, smul_eq_mul, RingHom.id_apply]; ring
```

The y component gives \((s_i^y\psi)(s)=\mp\tfrac i2\,\psi(\bar s^{\,i})\), where the prefactor \(i\) is the imaginary unit and the upper sign holds when spin \(i\) is up in \(s\).

```lean
/-- The y component of spin `i`, in units of ħ. -/
def spinY (i : Fin 4) : Module.End ℂ State where
  toFun ψ := fun s => (if s i then -Complex.I / 2 else Complex.I / 2) * ψ (flipSpin i s)
  map_add' _ _ := by funext s; simp only [Pi.add_apply]; ring
  map_smul' _ _ := by
    funext s; simp only [Pi.smul_apply, smul_eq_mul, RingHom.id_apply]; ring
```

The z component gives \((s_i^z\psi)(s)=\pm\tfrac12\psi(s)\), with the same sign rule.

```lean
/-- The z component of spin `i`, in units of ħ. -/
def spinZ (i : Fin 4) : Module.End ℂ State where
  toFun ψ := fun s => (if s i then 1 / 2 else -1 / 2) * ψ s
  map_add' _ _ := by funext s; simp only [Pi.add_apply]; ring
  map_smul' _ _ := by
    funext s; simp only [Pi.smul_apply, smul_eq_mul, RingHom.id_apply]; ring
```

From these come the scalar product \(\mathbf s_i\cdot\mathbf s_j\), the operator \(S_A^2=\big(\sum_{i\in A}\mathbf s_i\big)^2\) for a set \(A\) of spins, and the triplet annihilator \(S_A^2-2\). Despite its name, `annihilator` removes the triplet part of a state, not a particle. With `univ` as the set, it acts on all four spins.

```lean
/-- The scalar product of the spin vectors `i` and `j`. -/
def spinDot (i j : Fin 4) : Module.End ℂ State :=
  spinX i * spinX j + spinY i * spinY j + spinZ i * spinZ j

/-- The operator S² for the total spin of the set `A` of spins. -/
def spinSq (A : Finset (Fin 4)) : Module.End ℂ State :=
  (∑ i ∈ A, spinX i) ^ 2 + (∑ i ∈ A, spinY i) ^ 2 + (∑ i ∈ A, spinZ i) ^ 2

/-- The triplet annihilator S² - 2 for the set `A` of spins. -/
def annihilator (A : Finset (Fin 4)) : Module.End ℂ State :=
  spinSq A - (2 : ℂ) • 1
```

## Weights and mean values

The inner product is \(\langle\varphi|\psi\rangle=\sum_s\varphi(s)^*\psi(s)\), and the mean is \(\langle\psi|S^2\psi\rangle/\langle\psi|\psi\rangle\), so states need not be normalized first.

```lean
/-- The inner product of two four-spin states. -/
def overlap (φ ψ : State) : ℂ :=
  ∑ a : Bool, ∑ b : Bool, ∑ c : Bool, ∑ d : Bool,
    starRingEnd ℂ (φ ![a, b, c, d]) * ψ ![a, b, c, d]

/-- The mean value of the total S² in a nonzero, not necessarily normalized state. -/
def meanSpinSq (ψ : State) : ℂ := overlap ψ (spinSq univ ψ) / overlap ψ ψ
```

The weights \(w_0,w_1,w_2\) belong to a decomposition \(\psi=\varphi_0+\varphi_1+\varphi_2\) with \(S^2\varphi_S=S(S+1)\varphi_S\), that is, eigenvalues 0, 2 and 6. Each weight is \(w_S=\langle\varphi_S|\varphi_S\rangle/\langle\psi|\psi\rangle\). The definition includes the condition that \(\psi\) is nonzero.

```lean
/-- The nonzero state `ψ` is a sum of S = 0, 1, 2 components whose squared norms are the
fractions `w0`, `w1`, `w2` of its own. -/
def HasSpinWeights (ψ : State) (w0 w1 w2 : ℂ) : Prop :=
  overlap ψ ψ ≠ 0 ∧ ∃ φ0 φ1 φ2 : State, ψ = φ0 + φ1 + φ2 ∧
    spinSq univ φ0 = 0 ∧ spinSq univ φ1 = (2 : ℂ) • φ1 ∧ spinSq univ φ2 = (6 : ℂ) • φ2 ∧
    overlap φ0 φ0 = w0 * overlap ψ ψ ∧ overlap φ1 φ1 = w1 * overlap ψ ψ ∧
    overlap φ2 φ2 = w2 * overlap ψ ψ
```

The starting state is αβαβ. Its Lean name `stretched` refers to the bonds, not to the state of maximal spin projection that textbooks call stretched.

```lean
/-- The state αβαβ. -/
def stretched : State := fun s => if s = ![true, false, true, false] then 1 else 0
```

Write \((p,q,r)\) for the state with amplitude \(p\) on αβαβ, \(q\) on βαβα, and \(r\) on each of ααββ, αββα, βααβ and ββαα. Then αβαβ is \((1,0,0)\).

```lean
/-- Amplitude `p` on αβαβ, `q` on βαβα, and `r` on each of the other four configurations
with two spins up. -/
def neelFamily (p q r : ℂ) : State := fun s =>
  if s 0 = s 2 ∧ s 1 = s 3 ∧ s 0 ≠ s 1 then (if s 0 then p else q)
  else if s 0 ≠ s 2 ∧ s 1 ≠ s 3 then r else 0
```

Equality of states can be checked configuration by configuration.

```lean
/-- Two states with the same amplitude on every configuration are equal. -/
theorem state_ext {φ ψ : State}
    (h : ∀ a b c d, φ ![a, b, c, d] = ψ ![a, b, c, d]) : φ = ψ := by
  funext s
  have hs : s = ![s 0, s 1, s 2, s 3] := by funext k; fin_cases k <;> rfl
  rw [hs]
  exact h _ _ _ _
```

## S² as a sum of exchanges

For one spin, each squared component is \(\tfrac14\), so \(\mathbf s_i\cdot\mathbf s_i=\tfrac34\).

```lean
/-- The square of a single spin 1/2 is 3/4. -/
theorem spinDot_self (i : Fin 4) (ψ : State) (s : Fin 4 → Bool) :
    spinDot i i ψ s = 3 / 4 * ψ s := by
  have hf : flipSpin i (flipSpin i s) = s := by simp [flipSpin]
  have hv : flipSpin i s i = !s i := by simp [flipSpin]
  simp only [spinDot, LinearMap.add_apply, Module.End.mul_apply, Pi.add_apply, spinX, spinY,
    spinZ, LinearMap.coe_mk, AddHom.coe_mk, hf, hv]
  rcases Bool.eq_false_or_eq_true (s i) with h | h <;>
    simp only [h, Bool.not_true, Bool.not_false, Bool.false_eq_true, if_true, if_false] <;>
    linear_combination (-ψ s / 4) * Complex.I_sq
```

For \(i\ne j\), let \(P_{ij}\) exchange the two spin values. On parallel spins the x and y terms cancel and the z term gives \(\tfrac14\). On antiparallel spins the x and y terms each give \(\tfrac14P_{ij}\), and the z term gives \(-\tfrac14\). Both cases read
\[\mathbf s_i\cdot\mathbf s_j=\tfrac12P_{ij}-\tfrac14 .\]
The proof splits into the same two cases, and `linear_combination` supplies \(i^2=-1\) for the imaginary unit.

```lean
/-- Dirac exchange identity: the scalar product of two different spins 1/2 is half their
exchange minus 1/4. -/
theorem dirac_exchange {i j : Fin 4} (h : i ≠ j) (ψ : State) (s : Fin 4 → Bool) :
    spinDot i j ψ s = 1 / 2 * ψ (s ∘ Equiv.swap i j) - 1 / 4 * ψ s := by
  have hv : flipSpin i s j = s j := Function.update_of_ne h.symm _ _
  simp only [spinDot, LinearMap.add_apply, Module.End.mul_apply, Pi.add_apply, spinX, spinY,
    spinZ, LinearMap.coe_mk, AddHom.coe_mk, hv]
  by_cases e : s i = s j
  · -- parallel spins: the exchange does nothing
    have hs : s ∘ Equiv.swap i j = s := by
      funext k
      by_cases hi : k = i
      · simp [hi, e]
      · by_cases hj : k = j
        · simp [hj, e]
        · simp [Equiv.swap_apply_of_ne_of_ne hi hj]
    rw [hs]
    rcases Bool.eq_false_or_eq_true (s j) with h1 | h1 <;>
      simp only [e, h1, Bool.false_eq_true, if_true, if_false] <;>
      linear_combination (ψ (flipSpin j (flipSpin i s)) / 4) * Complex.I_sq
  · -- antiparallel spins: the exchange reverses both
    have hn : s i = !s j := by
      revert e
      cases s i <;> cases s j <;> simp
    have hs : s ∘ Equiv.swap i j = flipSpin j (flipSpin i s) := by
      funext k
      by_cases hj : k = j
      · simp [hj, flipSpin, hn, h.symm]
      · by_cases hi : k = i
        · simp [hi, flipSpin, hn, h]
        · simp [flipSpin, hi, hj, Equiv.swap_apply_of_ne_of_ne hi hj]
    rw [hs]
    rcases Bool.eq_false_or_eq_true (s j) with h1 | h1 <;>
      simp only [hn, h1, Bool.not_true, Bool.not_false, Bool.false_eq_true, if_true,
        if_false] <;>
      linear_combination (-ψ (flipSpin j (flipSpin i s)) / 4) * Complex.I_sq
```

Expanding the squares gives \(S_A^2=\sum_{i,j\in A}\mathbf s_i\cdot\mathbf s_j\).

```lean
/-- S² of a set of spins is the sum of all scalar products of its members. -/
theorem spinSq_eq_sum (A : Finset (Fin 4)) :
    spinSq A = ∑ i ∈ A, ∑ j ∈ A, spinDot i j := by
  simp only [spinSq, spinDot, sq, Finset.sum_mul_sum, Finset.sum_add_distrib]
```

For all four spins,
\[S^2=4\cdot\tfrac34+2\sum_{i<j}\left(\tfrac12P_{ij}-\tfrac14\right)=3+\sum_{i<j}P_{ij}-3=\sum_{i<j}P_{ij}.\]

```lean
/-- For four spins 1/2, the total S² is the sum of the six pair exchanges. -/
theorem spinSq_total_apply (ψ : State) (a b c d : Bool) :
    spinSq univ ψ ![a, b, c, d] = ψ ![b, a, c, d] + ψ ![c, b, a, d] + ψ ![d, b, c, a]
      + ψ ![a, c, b, d] + ψ ![a, d, c, b] + ψ ![a, b, d, c] := by
  have h01 : ![a, b, c, d] ∘ Equiv.swap (0 : Fin 4) 1 = ![b, a, c, d] := by
    funext k; fin_cases k <;> rfl
  have h02 : ![a, b, c, d] ∘ Equiv.swap (0 : Fin 4) 2 = ![c, b, a, d] := by
    funext k; fin_cases k <;> rfl
  have h03 : ![a, b, c, d] ∘ Equiv.swap (0 : Fin 4) 3 = ![d, b, c, a] := by
    funext k; fin_cases k <;> rfl
  have h12 : ![a, b, c, d] ∘ Equiv.swap (1 : Fin 4) 2 = ![a, c, b, d] := by
    funext k; fin_cases k <;> rfl
  have h13 : ![a, b, c, d] ∘ Equiv.swap (1 : Fin 4) 3 = ![a, d, c, b] := by
    funext k; fin_cases k <;> rfl
  have h23 : ![a, b, c, d] ∘ Equiv.swap (2 : Fin 4) 3 = ![a, b, d, c] := by
    funext k; fin_cases k <;> rfl
  rw [spinSq_eq_sum]
  simp (disch := decide) only [Fin.sum_univ_four, LinearMap.add_apply, Pi.add_apply,
    spinDot_self, dirac_exchange]
  simp only [Equiv.swap_comm (1 : Fin 4) 0, Equiv.swap_comm (2 : Fin 4) 0,
    Equiv.swap_comm (3 : Fin 4) 0, Equiv.swap_comm (2 : Fin 4) 1,
    Equiv.swap_comm (3 : Fin 4) 1, Equiv.swap_comm (3 : Fin 4) 2, h01, h02, h03, h12, h13, h23]
  ring
```

For one pair,
\[S_{ij}^2-2=\tfrac32+P_{ij}-\tfrac12-2=P_{ij}-1 .\]

```lean
/-- The triplet annihilator of the first or of the second pair is the exchange of its two
spins minus the identity. -/
theorem pair_annihilator_apply (ψ : State) (a b c d : Bool) :
    annihilator {0, 1} ψ ![a, b, c, d] = ψ ![b, a, c, d] - ψ ![a, b, c, d] ∧
    annihilator {2, 3} ψ ![a, b, c, d] = ψ ![a, b, d, c] - ψ ![a, b, c, d] := by
  have h01 : ![a, b, c, d] ∘ Equiv.swap (0 : Fin 4) 1 = ![b, a, c, d] := by
    funext k; fin_cases k <;> rfl
  have h23 : ![a, b, c, d] ∘ Equiv.swap (2 : Fin 4) 3 = ![a, b, d, c] := by
    funext k; fin_cases k <;> rfl
  constructor <;>
  · simp (disch := decide) only [annihilator, spinSq_eq_sum, Finset.sum_pair,
      LinearMap.sub_apply, LinearMap.smul_apply, Module.End.one_apply, LinearMap.add_apply,
      Pi.add_apply, Pi.sub_apply, Pi.smul_apply, smul_eq_mul, spinDot_self, dirac_exchange]
    simp only [Equiv.swap_comm (1 : Fin 4) 0, Equiv.swap_comm (3 : Fin 4) 2, h01, h23]
    ring
```

## Annihilation on each pair

The operator \(P_{ij}-1\) gives zero on a pair triplet and \(-2\) times a pair singlet. Applied to both pairs, it leaves only singlet times singlet, whose total spin is zero. Lean checks this through the exchange formulas on all sixteen configurations. The theorem holds for every \(\psi\), including those for which the result is the zero vector.

```lean
/-- Annihilating the triplet on each pair separately turns every four-spin state into one
on which the total S² vanishes. -/
theorem pairwise_annihilation (ψ : State) :
    spinSq univ (annihilator {0, 1} (annihilator {2, 3} ψ)) = 0 := by
  apply state_ext
  intro a b c d
  simp only [spinSq_total_apply, (pair_annihilator_apply _ _ _ _ _).1,
    (pair_annihilator_apply _ _ _ _ _).2, Pi.zero_apply]
  cases a <;> cases b <;> cases c <;> cases d <;> ring
```

## The action of S² around αβαβ

On αβαβ, \(P_{02}\) and \(P_{13}\) change nothing, and the other four exchanges lead to the four configurations with amplitude \(r\). From any of those four, one exchange leads to αβαβ, one to βαβα, and four stay among the \(r\) configurations. Hence
\[S^2(p,q,r)=(2p+4r,\;2q+4r,\;p+q+4r).\]

```lean
/-- The total S² maps the three-parameter family around αβαβ into itself. -/
theorem spinSq_neelFamily (p q r : ℂ) : spinSq univ (neelFamily p q r) =
    neelFamily (2 * p + 4 * r) (2 * q + 4 * r) (p + q + 4 * r) := by
  apply state_ext
  intro a b c d
  rw [spinSq_total_apply]
  cases a <;> cases b <;> cases c <;> cases d <;> simp [neelFamily] <;> ring
```

## The weights are unique

Suppose two decompositions of \(\psi\) have components differing by \(d_0,d_1,d_2\). Then \(d_0+d_1+d_2=0\). Applying \(S^2\) once and twice gives \(2d_1+6d_2=0\) and \(4d_1+36d_2=0\), so all three differences vanish. The weights follow on division by the nonzero \(\langle\psi|\psi\rangle\).

```lean
/-- The S = 0, 1, 2 weights of a state are unique. -/
theorem spinWeights_unique {ψ : State} {w0 w1 w2 v0 v1 v2 : ℂ}
    (hw : HasSpinWeights ψ w0 w1 w2) (hv : HasSpinWeights ψ v0 v1 v2) :
    w0 = v0 ∧ w1 = v1 ∧ w2 = v2 := by
  obtain ⟨hN, a0, a1, a2, ha, ha0, ha1, ha2, na0, na1, na2⟩ := hw
  obtain ⟨_, b0, b1, b2, hb, hb0, hb1, hb2, nb0, nb1, nb2⟩ := hv
  -- apply S² once and twice to separate the three eigenvalues
  have e0 := ha.symm.trans hb
  have e1 := congrArg (fun x => spinSq univ x) e0
  simp only [map_add, ha0, ha1, ha2, hb0, hb1, hb2, zero_add] at e1
  have e2 := congrArg (fun x => spinSq univ x) e1
  simp only [map_add, map_smul, ha1, ha2, hb1, hb2] at e2
  have h2 : a2 = b2 := by
    linear_combination (norm := module) (1 / 24 : ℂ) • e2 - (1 / 12 : ℂ) • e1
  have h1 : a1 = b1 := by
    linear_combination (norm := module) (3 / 4 : ℂ) • e1 - (1 / 8 : ℂ) • e2
  have h0 : a0 = b0 := by
    linear_combination (norm := module) e0 - h1 - h2
  exact ⟨mul_right_cancel₀ hN (by rw [← na0, ← nb0, h0]),
    mul_right_cancel₀ hN (by rw [← na1, ← nb1, h1]),
    mul_right_cancel₀ hN (by rw [← na2, ← nb2, h2])⟩
```

## The three results for αβαβ

The squared norm of \((p,q,r)\) is \(|p|^2+|q|^2+4|r|^2\). The components of αβαβ are
\[(1,0,0)=\left(\tfrac13,\tfrac13,-\tfrac16\right)+\left(\tfrac12,-\tfrac12,0\right)+\left(\tfrac16,\tfrac16,\tfrac16\right),\]
with \(S=0,1,2\) and squared norms \(\tfrac13,\tfrac12,\tfrac16\). The mean is \(2\cdot\tfrac12+6\cdot\tfrac16=2\).

The total annihilator gives \((2,0,1)-(2,0,0)=(0,0,1)\), which has squared norm 4 and normalized amplitudes \(\tfrac12\). It decomposes as
\[(0,0,1)=\left(-\tfrac23,-\tfrac23,\tfrac13\right)+0+\left(\tfrac23,\tfrac23,\tfrac23\right),\]
with squared norms \(\tfrac43,0,\tfrac83\), hence weights \(\tfrac13,0,\tfrac23\) and mean \(6\cdot\tfrac23=4\). The quintet gains because \(S^2-2\) multiplies it by 4 and the singlet only by \(-2\).

The pair annihilators give (βα − αβ)(βα − αβ), again with squared norm 4. After normalization the amplitudes are \(\tfrac12\) on αβαβ and βαβα, and \(-\tfrac12\) on αββα and βααβ. This is a nonzero singlet, with weights 1, 0, 0.

The theorem states these three sets of weights and the two means. Its proof supplies the components above explicitly and evaluates their norms. It obtains \(\langle S^2\rangle\) directly from the action of \(S^2\), and takes the singlet property from `pairwise_annihilation`.

```lean
/-- The state αβαβ has S = 0, 1, 2 weights 1/3, 1/2, 1/6 and mean S² equal to 2. The total
triplet annihilator gives weights 1/3, 0, 2/3 and mean 4; the two pair annihilators together
give a pure singlet. -/
theorem stretched_bonds_projection :
    HasSpinWeights stretched (1 / 3) (1 / 2) (1 / 6) ∧ meanSpinSq stretched = 2 ∧
    HasSpinWeights (annihilator univ stretched) (1 / 3) 0 (2 / 3) ∧
    meanSpinSq (annihilator univ stretched) = 4 ∧
    HasSpinWeights (annihilator {0, 1} (annihilator {2, 3} stretched)) 1 0 0 := by
  have hst : stretched = neelFamily 1 0 0 := by
    apply state_ext
    intro a b c d
    cases a <;> cases b <;> cases c <;> cases d <;> simp [stretched, neelFamily]
  have hsm : ∀ k p q r : ℂ,
      k • neelFamily p q r = neelFamily (k * p) (k * q) (k * r) := by
    intro k p q r
    funext s
    simp only [neelFamily, Pi.smul_apply, smul_eq_mul]
    split_ifs <;> ring
  have hadd : ∀ p q r p' q' r' : ℂ, neelFamily p q r + neelFamily p' q' r' =
      neelFamily (p + p') (q + q') (r + r') := by
    intro p q r p' q' r'
    funext s
    simp only [neelFamily, Pi.add_apply]
    split_ifs <;> ring
  have hz : neelFamily 0 0 0 = 0 := by
    funext s
    simp [neelFamily]
  have ov : ∀ p q r p' q' r' : ℂ, overlap (neelFamily p q r) (neelFamily p' q' r') =
      starRingEnd ℂ p * p' + starRingEnd ℂ q * q' + 4 * (starRingEnd ℂ r * r') := by
    intro p q r p' q' r'
    simp [overlap, neelFamily]
    ring
  have c2 : starRingEnd ℂ 2 = 2 := Complex.conj_eq_iff_im.mpr (by simp)
  have c3 : starRingEnd ℂ 3 = 3 := Complex.conj_eq_iff_im.mpr (by simp)
  have c6 : starRingEnd ℂ 6 = 6 := Complex.conj_eq_iff_im.mpr (by simp)
  -- the total annihilator removes αβαβ itself and leaves four equal amplitudes
  have han : annihilator univ stretched = neelFamily 0 0 1 := by
    have h : annihilator univ stretched + (2 : ℂ) • stretched = spinSq univ stretched := by
      simp only [annihilator, LinearMap.sub_apply, LinearMap.smul_apply, Module.End.one_apply]
      module
    rw [eq_sub_of_add_eq h, hst, spinSq_neelFamily, sub_eq_iff_eq_add, hsm, hadd]
    norm_num
  refine ⟨?_, ?_, ?_, ?_, ?_⟩
  · rw [hst]
    refine ⟨by rw [ov]; norm_num, neelFamily (1 / 3) (1 / 3) (-1 / 6),
      neelFamily (1 / 2) (-1 / 2) 0, neelFamily (1 / 6) (1 / 6) (1 / 6),
      by rw [hadd, hadd]; norm_num, by rw [spinSq_neelFamily, ← hz]; norm_num,
      by rw [spinSq_neelFamily, hsm]; norm_num, by rw [spinSq_neelFamily, hsm]; norm_num,
      ?_, ?_, ?_⟩ <;>
      simp only [ov, map_div₀, map_neg, map_one, map_zero, c2, c3, c6] <;> norm_num
  · rw [hst, meanSpinSq, spinSq_neelFamily, ov, ov]
    norm_num
  · rw [han]
    refine ⟨by rw [ov]; norm_num, neelFamily (-2 / 3) (-2 / 3) (1 / 3),
      neelFamily 0 0 0, neelFamily (2 / 3) (2 / 3) (2 / 3),
      by rw [hadd, hadd]; norm_num, by rw [spinSq_neelFamily, ← hz]; norm_num,
      by rw [spinSq_neelFamily, hsm]; norm_num, by rw [spinSq_neelFamily, hsm]; norm_num,
      ?_, ?_, ?_⟩ <;>
      simp only [ov, map_div₀, map_neg, map_one, map_zero, c2, c3] <;> norm_num
  · rw [han, meanSpinSq, spinSq_neelFamily, ov, ov]
    norm_num
  · refine ⟨?_, _, 0, 0, by simp only [add_zero], pairwise_annihilation stretched,
      by simp only [map_zero, smul_zero], by simp only [map_zero, smul_zero],
      by rw [one_mul], by simp [overlap], by simp [overlap]⟩
    rw [hst]
    simp only [overlap, Fintype.sum_bool, (pair_annihilator_apply _ _ _ _ _).1,
      (pair_annihilator_apply _ _ _ _ _).2]
    simp [neelFamily]

end

end FourSpinContamination
```

```lean
#print axioms FourSpinContamination.pair_annihilator_apply
#print axioms FourSpinContamination.spinWeights_unique
#print axioms FourSpinContamination.stretched_bonds_projection
```

```
'FourSpinContamination.pair_annihilator_apply' depends on axioms: [propext, Classical.choice, Quot.sound]
'FourSpinContamination.spinWeights_unique' depends on axioms: [propext, Classical.choice, Quot.sound]
'FourSpinContamination.stretched_bonds_projection' depends on axioms: [propext, Classical.choice, Quot.sound]
```
